# Field continuity at normal incidence fixes the Fresnel amplitudes for complex refractive indices

A wave of unit amplitude falls at normal incidence on the interface between two media with complex refractive indices `N0` and `N1`, whose sum is assumed non-zero. The theorem says that complex amplitudes `r` and `t` satisfy 1 + r = t and N0(1 − r) = N1 t exactly when r = (N0 − N1)/(N0 + N1) and t = 2N0/(N0 + N1). The two equations express continuity of the tangential electric and magnetic fields, the second in the form it takes when both media have the same magnetic permeability. The proof treats the two directions separately: from continuity to the Fresnel formulas it clears the denominator and combines the two equations linearly, and for the converse it substitutes the formulas and simplifies.

The first attempt, which Lean rejects:

```lean
import Mathlib

open ComplexConjugate

namespace AbsorbingIncidenceMedium

noncomputable section

/-- Fresnel reflection amplitude at normal incidence from index `N0` onto index `N1`. -/
def reflAmp (N0 N1 : ℂ) : ℂ := (N0 - N1) / (N0 + N1)

/-- Fresnel transmission amplitude at normal incidence from index `N0` into index `N1`. -/
def transAmp (N0 N1 : ℂ) : ℂ := 2 * N0 / (N0 + N1)

/-- Continuity of the electric and magnetic fields at the interface holds exactly for the
Fresnel amplitudes. -/
theorem continuity_iff {N0 N1 : ℂ} (h : N0 + N1 ≠ 0) (r t : ℂ) :
    (1 + r = t ∧ N0 * (1 - r) = N1 * t) ↔ (r = reflAmp N0 N1 ∧ t = transAmp N0 N1) := by
  unfold reflAmp transAmp
  constructor
  · rintro ⟨h1, h2⟩
    constructor
    · rw [eq_div_iff h]
      linear_combination -h2 - N1 * h1
    · rw [eq_div_iff h]
      linear_combination -h2 - N0 * h1
  · rintro ⟨rfl, rfl⟩
    constructor
    · field_simp
      ring
    · field_simp
      ring

end

end AbsorbingIncidenceMedium
```

Compiling this gives:

```
Main.lean:24:6: error: ring failed, ring expressions not equal
N0 N1 : ℂ
h : N0 + N1 ≠ 0
r t : ℂ
h1 : 1 + r = t
h2 : N0 * (1 - r) = N1 * t
⊢ r * N1 * 2 + N1 * 2 - N1 * t * 2 = 0
```

The mended proof, as a diff:

```diff
@@ -22,5 +22,5 @@
     constructor
     · rw [eq_div_iff h]
-      linear_combination -h2 - N1 * h1
+      linear_combination -h2 + N1 * h1
     · rw [eq_div_iff h]
       linear_combination -h2 - N0 * h1
```

What went wrong. The error is a wrong sign in the derivation of `r`. After `rw [eq_div_iff h]` the goal is r(N0 + N1) = N0 − N1. `linear_combination` subtracts the proposed combination of hypotheses from the goal and asks `ring1` to show that the difference vanishes identically.

Taking `-h2` accounts for all of the goal except N1(1 + r − t), which is `N1` times the difference of the two sides of `h1`. That term has to be supplied with a plus sign. The attempt supplied it with a minus sign, so the term was doubled instead of cancelled, and the message shows what was left: 2N1(1 + r − t), written out. This is zero by `h1`, but `ring1` does not use hypotheses, so it fails.

Changing `- N1 * h1` to `+ N1 * h1` makes the difference cancel identically.
